# Rotations between two distinct fermionic orbitals compose by adding their angles

Creation and annihilation operators can be taken as matrices on a particular Fock space or as elements of an algebra known only through their anticommutators. The second description is used here. The modes are labelled by an arbitrary type `ι`, finite or infinite, and the operators live in an associative ring `A` with unit. From the definition of the rotation on, `A` is also an algebra over the real numbers, except in the sign rule `generator_swap`, which holds in any such ring. Complex operator algebras are included, since they are real algebras too, but the rotation angle is real and no complex phases enter.

```lean
import Mathlib

open Matrix

namespace OrbitalRotation

noncomputable section

variable {ι A : Type*} [DecidableEq ι] [Ring A]
```

Write $c_i$ for the creation operator and $a_i$ for the annihilation operator of mode $i$. The assumed relations are

$$c_ic_j+c_jc_i=0,\qquad a_ia_j+a_ja_i=0,\qquad a_ic_j+c_ja_i=\delta_{ij}.$$

They encode fermionic antisymmetry in an orthonormal set of spin orbitals. No adjoint appears, so $c_i=a_i^\dagger$ is not required.

```lean
/-- The canonical anticommutation relations for creation operators `c i` and annihilation
operators `a i`. -/
structure IsCAR (c a : ι → A) : Prop where
  cc : ∀ i j, c i * c j + c j * c i = 0
  aa : ∀ i j, a i * a j + a j * a i = 0
  ac : ∀ i j, a i * c j + c j * a i = if i = j then 1 else 0
```

The occupation of mode $i$ is $n_i=c_ia_i$.

```lean
/-- The number operator `n_i = c_i a_i`. -/
def number (c a : ι → A) (i : ι) : A := c i * a i
```

For modes $p$ and $q$, the generator moves a particle from one to the other, with opposite signs for the two directions: $K=c_pa_q-c_qa_p$.

```lean
/-- The generator `K = c_p a_q - c_q a_p` of rotations between the orbitals `p` and `q`. -/
def generator (c a : ι → A) (p q : ι) : A := c p * a q - c q * a p
```

The rotation is defined as a quadratic polynomial in $K$,

$$U(t)=1+\sin t\,K+(1-\cos t)\,K^2,$$

and not as an exponential series. In Lean, `•` multiplies an algebra element by a real number.

```lean
/-- The orbital rotation `U(t) = 1 + sin t K + (1 - cos t) K²`. -/
def rotation [Algebra ℝ A] (c a : ι → A) (p q : ι) (t : ℝ) : A :=
  1 + Real.sin t • generator c a p q + (1 - Real.cos t) • generator c a p q ^ 2
```

## The square of the generator

Setting $i=j$ in the first relation gives $2c_i^2=0$. Multiplying by $\tfrac12$ gives $c_i^2=0$, the Pauli principle, and likewise $a_i^2=0$.

```lean
/-- In a real algebra an element whose double vanishes is zero. -/
theorem eq_zero_of_add_self [Algebra ℝ A] {x : A} (h : x + x = 0) : x = 0 := by
  calc x = (1 / 2 : ℝ) • (x + x) := by module
    _ = 0 := by rw [h, smul_zero]
```

Exchanging $p$ and $q$ turns $K$ into $-K$, so every identity for $c_p$ yields one for $c_q$.

```lean
omit [DecidableEq ι] in
/-- Exchanging the two orbitals reverses the sign of the generator. -/
theorem generator_swap (c a : ι → A) (p q : ι) :
    generator c a q p = -generator c a p q := by
  unfold generator
  abel
```

Let $p\neq q$. In $K^2$ the terms $c_pa_qc_pa_q=-c_p^2a_q^2$ and $c_qa_pc_qa_p=-c_q^2a_p^2$ vanish. The cross terms are

$$c_pa_qc_qa_p=c_p(1-c_qa_q)a_p=n_p-n_pn_q,\qquad c_qa_pc_pa_q=n_q-n_pn_q.$$

Since $n_i^2=n_i$ and $n_pn_q=n_qn_p$,

$$K^2=-(n_p+n_q-2n_pn_q)=-(n_p-n_q)^2.$$

The proof turns on `linear_combination (norm := noncomm_ring)`. Each summand after it is a known equation multiplied by operators on one side or on both: `c p * qp * a q` places $a_qc_p+c_pa_q=0$ between $c_p$ and $a_q$. The list therefore records the exchanges used in normal ordering. `noncomm_ring` then checks that the difference between the goal and this combination vanishes by ring laws alone, without commuting any factors.

```lean
variable [Algebra ℝ A] {c a : ι → A} {p q : ι}

/-- Under the canonical anticommutation relations, `K² = -(n_p - n_q)²` for distinct modes. -/
theorem generator_sq (h : IsCAR c a) (hpq : p ≠ q) :
    generator c a p q ^ 2 = -(number c a p - number c a q) ^ 2 := by
  have hP := eq_zero_of_add_self (h.cc p p)
  have hQ := eq_zero_of_add_self (h.cc q q)
  have pp : a p * c p + c p * a p = 1 := by rw [h.ac, if_pos rfl]
  have qq : a q * c q + c q * a q = 1 := by rw [h.ac, if_pos rfl]
  have qp : a q * c p + c p * a q = 0 := by rw [h.ac, if_neg hpq.symm]
  have pq : a p * c q + c q * a p = 0 := by rw [h.ac, if_neg hpq]
  have aa := h.aa p q
  unfold generator number
  -- bring every quartic term to normal order
  linear_combination (norm := noncomm_ring)
    c p * qp * a q - hP * a q * a q + c q * pq * a p - hQ * a p * a p
    + c p * pp * a p - hP * a p * a p - c p * qq * a p - c p * pq * a q + c p * c q * aa
    + c q * qq * a q - hQ * a q * a q - c q * pp * a q - c q * qp * a p + c q * c p * aa
```

## Moving a creation operator past $K$

Anticommuting $c_p$ to the left gives

$$Kc_p=-c_p^2a_q-c_q(1-c_pa_p)=c_qc_pa_p-c_q.$$

Since $c_pK=-c_pc_qa_p=c_qc_pa_p$, this is $Kc_p=c_pK-c_q$.

```lean
/-- Under the canonical anticommutation relations, the commutator of `K` with `c_p` is `-c_q` for
distinct modes. -/
theorem generator_mul_create (h : IsCAR c a) (hpq : p ≠ q) :
    generator c a p q * c p = c p * generator c a p q - c q := by
  have hP := eq_zero_of_add_self (h.cc p p)
  have pp : a p * c p + c p * a p = 1 := by rw [h.ac, if_pos rfl]
  have qp : a q * c p + c p * a q = 0 := by rw [h.ac, if_neg hpq.symm]
  have cc := h.cc q p
  unfold generator
  linear_combination (norm := noncomm_ring)
    c p * qp - hP * a q - hP * a q - c q * pp + cc * a p
```

Multiplying $c_pK=-c_pc_qa_p$ by $K$ on the right leaves

$$c_pK^2=-c_pc_qa_pc_pa_q=-c_pc_qa_q=c_qK,$$

because the other terms contain a repeated creation operator.

```lean
/-- Under the canonical anticommutation relations, `c_p K² = c_q K` for distinct modes. -/
theorem create_mul_generator_sq (h : IsCAR c a) (hpq : p ≠ q) :
    c p * generator c a p q ^ 2 = c q * generator c a p q := by
  have hP := eq_zero_of_add_self (h.cc p p)
  have hQ := eq_zero_of_add_self (h.cc q q)
  have pp : a p * c p + c p * a p = 1 := by rw [h.ac, if_pos rfl]
  have pq : a p * c q + c q * a p = 0 := by rw [h.ac, if_neg hpq]
  have cc := h.cc p q
  unfold generator
  linear_combination (norm := noncomm_ring)
    hP * a q * (c p * a q - c q * a p) - c p * c q * pp * a q + c p * c q * pq * a p
    - c p * hQ * a p * a p + hQ * a p - cc * a q + c p * cc * a p * a q
    - hP * c q * a p * a q
```

Exchanging the modes in the commutator gives $Kc_q=c_qK+c_p$. Hence

$$K^2c_p=K(c_pK-c_q)=c_pK^2-c_qK-Kc_q=-c_qK-c_p.$$

```lean
/-- Under the canonical anticommutation relations, `K² c_p = -c_q K - c_p` for distinct modes. -/
theorem generator_sq_mul_create (h : IsCAR c a) (hpq : p ≠ q) :
    generator c a p q ^ 2 * c p = -(c q * generator c a p q) - c p := by
  have k1 := generator_mul_create h hpq
  have k2 := generator_mul_create h hpq.symm
  have e1 := create_mul_generator_sq h hpq
  rw [generator_swap c a p q] at k2
  linear_combination (norm := noncomm_ring)
    generator c a p q * k1 + k1 * generator c a p q + e1 + k2
```

## The cubic identity and the addition of angles

The exchanged form of the last result is $K^2c_q=c_pK-c_q$. Inserting the definition of the final factor of $K^3$,

$$K^3=K^2c_pa_q-K^2c_qa_p=-K-c_qKa_q-c_pKa_p.$$

The last two terms vanish, since each part of them contains a squared creation or annihilation operator. These are `z1` and `z2` in the proof, and $K^3=-K$ remains.

```lean
/-- Under the canonical anticommutation relations, `K³ = -K` for distinct modes. -/
theorem generator_cube (h : IsCAR c a) (hpq : p ≠ q) :
    generator c a p q ^ 3 = -generator c a p q := by
  have hP := eq_zero_of_add_self (h.cc p p)
  have hQ := eq_zero_of_add_self (h.cc q q)
  have hx := eq_zero_of_add_self (h.aa p p)
  have hy := eq_zero_of_add_self (h.aa q q)
  have s1 := generator_sq_mul_create h hpq
  have s2 := generator_sq_mul_create h hpq.symm
  rw [generator_swap c a p q] at s2
  have hK : generator c a p q = c p * a q - c q * a p := rfl
  -- the remaining cubic terms contain a repeated operator
  have z1 : c p * generator c a p q * a p = 0 := by
    unfold generator
    linear_combination (norm := noncomm_ring) hP * a q * a p - c p * c q * hx
  have z2 : c q * generator c a p q * a q = 0 := by
    unfold generator
    linear_combination (norm := noncomm_ring) c q * c p * hy - hQ * a p * a q
  linear_combination (norm := noncomm_ring)
    generator c a p q ^ 2 * hK + s1 * a q - s2 * a p - z1 - z2 + hK
```

It follows that $K^4=-K^2$, so $U(s)U(t)$ contains only $1$, $K$ and $K^2$. The coefficient of $K$ is

$$\sin s+\sin t-\sin s(1-\cos t)-(1-\cos s)\sin t=\sin(s+t),$$

and that of $K^2$ is

$$1-\cos s\cos t+\sin s\sin t=1-\cos(s+t).$$

Thus $U(s)U(t)=U(s+t)$ for all real $s,t$. In Lean, `simp` expands the product and inserts the addition theorems; `module` compares the coefficients.

```lean
/-- Under the canonical anticommutation relations, rotations between two distinct orbitals compose
by adding angles: `U(s) U(t) = U(s + t)`. -/
theorem rotation_mul (h : IsCAR c a) (hpq : p ≠ q) (s t : ℝ) :
    rotation c a p q s * rotation c a p q t = rotation c a p q (s + t) := by
  have k3 := generator_cube h hpq
  unfold rotation
  generalize generator c a p q = K at k3 ⊢
  have h12 : K * K ^ 2 = -K := by linear_combination (norm := noncomm_ring) k3
  have h21 : K ^ 2 * K = -K := by linear_combination (norm := noncomm_ring) k3
  have h22 : K ^ 2 * K ^ 2 = -K ^ 2 := by linear_combination (norm := noncomm_ring) k3 * K
  have h11 : K * K = K ^ 2 := (pow_two K).symm
  simp only [add_mul, mul_add, one_mul, mul_one, smul_mul_assoc, mul_smul_comm,
    h11, h12, h21, h22, Real.sin_add, Real.cos_add]
  module
```

## The effect on the orbitals

The commutation rules give

$$U(t)c_p=\cos t\,c_p-\sin t\,c_q+\sin t\,c_pK-(1-\cos t)\,c_qK.$$

Expanding $(\cos t\,c_p-\sin t\,c_q)U(t)$ with $c_pK^2=c_qK$ and $c_qK^2=-c_pK$ gives the same expression, by $\sin^2t+\cos^2t=1$. Multiplying on the right by $U(-t)$ and using $U(t)U(-t)=U(0)=1$,

$$U(t)c_pU(-t)=\cos t\,c_p-\sin t\,c_q,\qquad U(t)c_qU(-t)=\cos t\,c_q+\sin t\,c_p.$$

The second formula is the first with the modes exchanged and $t$ replaced by $-t$.

```lean
/-- Under the canonical anticommutation relations, conjugation by `U(t)` rotates the creation
operators of two distinct orbitals into each other through the angle `t`. -/
theorem rotation_conj (h : IsCAR c a) (hpq : p ≠ q) (t : ℝ) :
    rotation c a p q t * c p * rotation c a p q (-t) = Real.cos t • c p - Real.sin t • c q ∧
    rotation c a p q t * c q * rotation c a p q (-t) = Real.cos t • c q + Real.sin t • c p := by
  have main : ∀ i j : ι, i ≠ j → ∀ u : ℝ, rotation c a i j u * c i * rotation c a i j (-u)
      = Real.cos u • c i - Real.sin u • c j := by
    intro i j hij u
    have r1 := generator_mul_create h hij
    have r2 := generator_sq_mul_create h hij
    have r3 := create_mul_generator_sq h hij
    have r4 : c j * generator c a i j ^ 2 = -(c i * generator c a i j) := by
      have e := create_mul_generator_sq h hij.symm
      rw [generator_swap c a i j] at e
      linear_combination (norm := noncomm_ring) e
    -- move the creation operator through the rotation
    have move : rotation c a i j u * c i
        = (Real.cos u • c i - Real.sin u • c j) * rotation c a i j u := by
      unfold rotation
      simp only [add_mul, sub_mul, mul_add, one_mul, mul_one, smul_mul_assoc, mul_smul_comm,
        r1, r2, r3, r4]
      linear_combination (norm := module)
        (Real.sin_sq_add_cos_sq u) • (c j * generator c a i j)
    have unit : rotation c a i j 0 = 1 := by simp [rotation]
    rw [move, mul_assoc, rotation_mul h hij, add_neg_cancel, unit, mul_one]
  have swap : ∀ u : ℝ, rotation c a p q u = rotation c a q p (-u) := by
    intro u
    simp [rotation, generator_swap c a p q]
  refine ⟨main p q hpq t, ?_⟩
  rw [swap t, swap (-t), main q p hpq.symm (-t), Real.cos_neg, Real.sin_neg]
  module
```

In an electronic-structure code that stores the spin orbitals as columns of a coefficient matrix $C$, this real rotation of a single pair updates two columns: $C_p'=\cos t\,C_p-\sin t\,C_q$ and $C_q'=\cos t\,C_q+\sin t\,C_p$, with the old columns on both right-hand sides. If both spins share one set of spatial orbitals, the same column update stands for two such rotations, one for each spin. Successive rotations of the same pair can be merged by adding their angles. On a many-electron state vector $v$, the polynomial needs only $Kv$ and $K(Kv)$, and it changes only those determinants in which exactly one of the two spin orbitals is occupied.

## A concrete two-mode Fock space

The assumed relations are realised by real $4\times4$ matrices. With modes numbered $0$ and $1$ as in Lean, the basis is $|\mathrm{vac}\rangle$, $c_0|\mathrm{vac}\rangle$, $c_1|\mathrm{vac}\rangle$, $c_0c_1|\mathrm{vac}\rangle$. The entry $-1$ is the fermionic sign in $a_1c_0c_1|\mathrm{vac}\rangle=-c_0|\mathrm{vac}\rangle$.

```lean
/-- Jordan–Wigner matrices of the two annihilation operators on the Fock space of two modes. -/
def jwA : Fin 2 → Matrix (Fin 4) (Fin 4) ℝ :=
  ![!![0, 1, 0, 0; 0, 0, 0, 0; 0, 0, 0, 1; 0, 0, 0, 0],
    !![0, 0, 1, 0; 0, 0, 0, -1; 0, 0, 0, 0; 0, 0, 0, 0]]
```

Here the creation operators are the transposes of the annihilation operators. The relations among the $a_i$ and the mixed relations are checked entry by entry; those among the $c_i$ follow by transposition.

```lean
/-- The two-mode Jordan–Wigner matrices and their transposes satisfy the canonical
anticommutation relations. -/
theorem isCAR_witness : IsCAR (fun i => (jwA i)ᵀ) jwA := by
  have aa : ∀ i j, jwA i * jwA j + jwA j * jwA i = 0 := by
    intro i j
    fin_cases i <;> fin_cases j <;> ext k l <;> fin_cases k <;> fin_cases l <;>
      simp [jwA]
  refine ⟨fun i j => ?_, aa, fun i j => ?_⟩
  · rw [← Matrix.transpose_mul, ← Matrix.transpose_mul, ← Matrix.transpose_add, aa,
      Matrix.transpose_zero]
  · -- expand into entries before inserting the explicit matrices
    fin_cases i <;> fin_cases j <;> ext k l <;>
      simp only [Matrix.add_apply, Matrix.mul_apply, Matrix.transpose_apply,
        Fin.sum_univ_four] <;>
      fin_cases k <;> fin_cases l <;> simp [jwA]

end

end OrbitalRotation
```

```lean
#print axioms OrbitalRotation.generator_sq
#print axioms OrbitalRotation.rotation_mul
#print axioms OrbitalRotation.rotation_conj
```

```
'OrbitalRotation.generator_sq' depends on axioms: [propext, Classical.choice, Quot.sound]
'OrbitalRotation.rotation_mul' depends on axioms: [propext, Classical.choice, Quot.sound]
'OrbitalRotation.rotation_conj' depends on axioms: [propext, Classical.choice, Quot.sound]
```
